# Cycle fluxes are conserved in the Kitaev model on finite cubic graphs

Place a spin-1/2 on each site of a finite cubic graph whose bonds are coloured x, y, z, with three different colours at every site. For a simple cycle \(p\), let \(o(v)\) be the colour of the one bond at \(v\) that is not in \(p\). The flux operator

\[
W=\prod_{v\in p}\sigma_v^{o(v)}
\]

satisfies \(W^2=1\) and commutes with every bond term \(K_{vw}=\sigma_v^a\sigma_w^a\), where \(a\) is the colour of the bond \(vw\). It therefore commutes with

\[
H=-\sum_{\text{bonds }vw}J_a K_{vw}
\]

for all real couplings \(J_x,J_y,J_z\). The colour of a bond selects which spin component it couples. In Kitaev's honeycomb model, the colour is set by the bond's orientation in the plane.

## Flux sectors in exact diagonalisation

A code that diagonalises a finite Kitaev cluster by flux sector relies on this result: \(H\) has no matrix elements between states with \(W=1\) and \(W=-1\).

Take four sites 0, 1, 2, 3, all bonded to each other. Colour bonds 01 and 23 x, bonds 02 and 13 y, and bonds 03 and 12 z. The triangle 0, 1, 2 has \(W=\sigma_0^z\sigma_1^y\sigma_2^x\). On a basis state with bits \(s_v\), where 0 means \(\sigma^z=+1\),

\[
W|s_0s_1s_2s_3\rangle=i(-1)^{s_0+s_1}|s_0,1-s_1,1-s_2,s_3\rangle .
\]

The code pairs each state \(|s\rangle\) with its image and forms \((|s\rangle\pm W|s\rangle)/\sqrt2\). The 16-dimensional matrix of \(H\) then splits into two blocks of dimension 8.

## Two minus signs on each cycle bond

Pauli matrices at different sites commute. At one site each squares to 1, and two of different colour anticommute.

**The square.** The sites of a simple cycle are distinct, so the factors of \(W\) commute with each other. Hence \(W^2=\prod_{v\in p}(\sigma_v^{o(v)})^2=1\).

**A bond \(vw\) in the cycle.** Its colour \(a\) differs from \(o(v)\) and from \(o(w)\), because bonds meeting at a site have different colours. Each Pauli matrix of the bond term therefore anticommutes with \(W\):

\[
W\sigma_v^a\sigma_w^a=-\sigma_v^aW\sigma_w^a=\sigma_v^a\sigma_w^aW .
\]

**A bond \(vw\) outside the cycle.** If \(v\) lies on \(p\), two of its three colours are taken by cycle bonds, so \(a=o(v)\) and \(\sigma_v^a\) commutes with \(W\). If \(v\) is off the cycle, \(W\) has no factor there and they commute again. The same holds at \(w\). This includes chords, whose two ends both lie on \(p\).

Every bond term commutes with \(W\), and by linearity so does \(H\).

## Lean source

```lean
import Mathlib

open SimpleGraph

namespace KitaevFlux

noncomputable section

variable {V : Type*} [Fintype V] [DecidableEq V]

/-- The three Pauli matrices, with colours 0, 1, 2 standing for x, y, z. -/
def pauli : Fin 3 → Matrix (Fin 2) (Fin 2) ℂ :=
  ![!![0, 1; 1, 0], !![0, -Complex.I; Complex.I, 0], !![1, 0; 0, -1]]

/-- The tensor product of one single-spin operator per site, acting on all spins. -/
def tensor (A : V → Matrix (Fin 2) (Fin 2) ℂ) : Matrix (V → Fin 2) (V → Fin 2) ℂ :=
  Matrix.of fun s t => ∏ v, A v (s v) (t v)

/-- The Pauli matrix of colour `a` at site `v`, with the identity at all other sites. -/
def spin (a : Fin 3) (v : V) : Matrix (V → Fin 2) (V → Fin 2) ℂ :=
  tensor fun w => if w = v then pauli a else 1

/-- The ordered product of Pauli matrices of colours `o v` over a list of sites `v`. -/
def pauliString (o : V → Fin 3) (l : List V) : Matrix (V → Fin 2) (V → Fin 2) ℂ :=
  (l.map fun v => spin (o v) v).prod

/-- The bond term: the product of the two Pauli matrices at `x` and `y` that carry the
colour of the bond. -/
def bondTerm (col : V → V → Fin 3) (x y : V) : Matrix (V → Fin 2) (V → Fin 2) ℂ :=
  spin (col x y) x * spin (col x y) y

/-- A proper bond colouring: the colour does not depend on the direction of the bond, and
different bonds at one site have different colours. -/
structure IsProper {V : Type*} (G : SimpleGraph V) (col : V → V → Fin 3) : Prop where
  symm : ∀ v w, col v w = col w v
  proper : ∀ v w w', G.Adj v w → G.Adj v w' → col v w = col v w' → w = w'

/-- For each site `v` of the closed walk `p`, `o v` is the colour of a bond at `v` that is not in
`p`. -/
def IsOuter {V : Type*} {G : SimpleGraph V} {u : V} (p : G.Walk u u)
    (col : V → V → Fin 3) (o : V → Fin 3) : Prop :=
  ∀ v ∈ p.support, ∃ w, G.Adj v w ∧ s(v, w) ∉ p.edges ∧ col v w = o v

/-- The flux operator: the product of the Pauli matrices of colours `o v` along a closed walk,
leaving out the first entry of its list of sites. -/
def flux {G : SimpleGraph V} {u : V} (p : G.Walk u u) (o : V → Fin 3) :
    Matrix (V → Fin 2) (V → Fin 2) ℂ :=
  pauliString o p.support.tail

/-- The Kitaev Hamiltonian with one coupling per colour. The factor 1/2 compensates for
counting each bond from both ends. -/
def hamiltonian (G : SimpleGraph V) [DecidableRel G.Adj] (col : V → V → Fin 3)
    (J : Fin 3 → ℝ) : Matrix (V → Fin 2) (V → Fin 2) ℂ :=
  ∑ x, ∑ y, if G.Adj x y then (-(J (col x y) : ℂ) / 2) • bondTerm col x y else 0

/-- Tensor products of single-spin operators multiply site by site. -/
theorem tensor_mul (A B : V → Matrix (Fin 2) (Fin 2) ℂ) :
    tensor A * tensor B = tensor fun v => A v * B v := by
  ext s t
  simp only [tensor, Matrix.mul_apply, Matrix.of_apply]
  rw [Finset.prod_univ_sum, Fintype.piFinset_univ]
  exact Finset.sum_congr rfl fun r _ => Finset.prod_mul_distrib.symm

/-- Spin operators square to one, commute at different sites, and anticommute at the same
site when their colours differ. -/
theorem spin_algebra :
    (∀ (a : Fin 3) (v : V), spin a v * spin a v = 1) ∧
    (∀ (a b : Fin 3) (v w : V), v ≠ w → spin a v * spin b w = spin b w * spin a v) ∧
    (∀ (a b : Fin 3) (v : V), a ≠ b → spin a v * spin b v = -(spin b v * spin a v)) := by
  have hsite : ∀ (a b : Fin 3) (v : V), spin a v * spin b v =
      tensor fun w => if w = v then pauli a * pauli b else 1 := by
    intro a b v
    rw [spin, spin, tensor_mul]
    refine congrArg tensor (funext fun w => ?_)
    by_cases h : w = v <;> simp [h]
  refine ⟨fun a v => ?_, fun a b v w h => ?_, fun a b v h => ?_⟩
  · have hsq : pauli a * pauli a = 1 := by
      fin_cases a <;> ext i j <;> fin_cases i <;> fin_cases j <;>
        simp [pauli, Matrix.mul_apply, Fin.sum_univ_succ]
    rw [hsite, hsq]
    ext s t
    by_cases hst : s = t
    · subst hst
      simp [tensor]
    · obtain ⟨w, hw⟩ := Function.ne_iff.mp hst
      rw [Matrix.one_apply_ne hst]
      refine Finset.prod_eq_zero (Finset.mem_univ w) ?_
      simp [Matrix.one_apply_ne hw]
  · rw [spin, spin, tensor_mul, tensor_mul]
    refine congrArg tensor (funext fun z => ?_)
    by_cases h1 : z = v
    · have h2 : z ≠ w := fun h3 => h (h1.symm.trans h3)
      simp only [if_pos h1, if_neg h2, mul_one, one_mul]
    · simp only [if_neg h1, mul_one, one_mul]
  · have hanti : pauli a * pauli b = -(pauli b * pauli a) := by
      fin_cases a <;> fin_cases b <;> first
        | exact absurd rfl h
        | (ext i j; fin_cases i <;> fin_cases j <;>
            simp [pauli, Matrix.mul_apply, Fin.sum_univ_succ])
    -- the factor at site `v` is split off, so that a sign can be pulled out
    have hsplit : ∀ (B : Matrix (Fin 2) (Fin 2) ℂ) (s t : V → Fin 2),
        tensor (fun w => if w = v then B else 1) s t = B (s v) (t v) *
          ∏ w ∈ Finset.univ.erase v, (1 : Matrix (Fin 2) (Fin 2) ℂ) (s w) (t w) := by
      intro B s t
      refine (Finset.mul_prod_erase Finset.univ _ (Finset.mem_univ v)).symm.trans ?_
      congr 1
      · simp
      · exact Finset.prod_congr rfl fun w hw => by simp [Finset.ne_of_mem_erase hw]
    rw [hsite, hsite, hanti]
    ext s t
    rw [Matrix.neg_apply, hsplit, hsplit, Matrix.neg_apply, neg_mul]

/-- A Pauli string commutes with a spin operator whose site is off the string or carries
the same colour there. -/
theorem string_comm (o : V → Fin 3) (a : Fin 3) (x : V) (l : List V)
    (h : x ∈ l → o x = a) : pauliString o l * spin a x = spin a x * pauliString o l := by
  induction l with
  | nil => simp [pauliString]
  | cons v l ih =>
    have hS : spin (o v) v * spin a x = spin a x * spin (o v) v := by
      by_cases hv : v = x
      · subst hv
        rw [h (by simp)]
      · exact spin_algebra.2.1 _ _ _ _ hv
    have hP := ih fun hx => h (List.mem_cons_of_mem _ hx)
    change spin (o v) v * pauliString o l * _ = _ * (spin (o v) v * pauliString o l)
    rw [mul_assoc, hP, ← mul_assoc, hS, mul_assoc]

/-- A Pauli string without repeated sites anticommutes with a spin operator at one of its
sites whose colour differs from the string's colour there. -/
theorem string_anti (o : V → Fin 3) (a : Fin 3) (x : V) (l : List V) (hl : l.Nodup)
    (hx : x ∈ l) (h : o x ≠ a) :
    pauliString o l * spin a x = -(spin a x * pauliString o l) := by
  induction l with
  | nil => simp at hx
  | cons v l ih =>
    obtain ⟨hv, hl'⟩ := List.nodup_cons.mp hl
    change spin (o v) v * pauliString o l * _ = -(_ * (spin (o v) v * pauliString o l))
    by_cases hvx : v = x
    · subst hvx
      rw [mul_assoc, string_comm o a v l fun h' => absurd h' hv, ← mul_assoc,
        spin_algebra.2.2 _ _ _ h, neg_mul, mul_assoc]
    · have hxl : x ∈ l := (List.mem_cons.mp hx).resolve_left fun h' => hvx h'.symm
      rw [mul_assoc, ih hl' hxl, mul_neg, ← mul_assoc,
        spin_algebra.2.1 _ _ _ _ hvx, mul_assoc]

omit [Fintype V] [DecidableEq V] in
/-- Every site of a simple cycle has exactly two neighbours along the cycle. -/
theorem cycle_neighbours {G : SimpleGraph V} {u v : V} {p : G.Walk u u} (hp : p.IsCycle)
    (hv : v ∈ p.support) : ∃ x y, x ≠ y ∧ ∀ w, s(v, w) ∈ p.edges ↔ w = x ∨ w = y := by
  obtain ⟨x, y, hxy, hset⟩ :=
    Set.ncard_eq_two.mp (hp.ncard_neighborSet_toSubgraph_eq_two hv)
  refine ⟨x, y, hxy, fun w => ?_⟩
  have hw : w ∈ p.toSubgraph.neighborSet v ↔ w ∈ ({x, y} : Set V) := by rw [hset]
  rw [← Walk.mem_edges_toSubgraph, Subgraph.mem_edgeSet]
  exact hw

omit [Fintype V] [DecidableEq V] in
/-- In a proper three-colouring, a bond at a site of a simple cycle has the outer colour of
that site exactly when it is not a bond of the cycle. -/
theorem outer_iff {G : SimpleGraph V} {col : V → V → Fin 3} {o : V → Fin 3} {u v w : V}
    {p : G.Walk u u} (hcol : IsProper G col) (hp : p.IsCycle) (ho : IsOuter p col o)
    (hv : v ∈ p.support) (hvw : G.Adj v w) : col v w = o v ↔ s(v, w) ∉ p.edges := by
  obtain ⟨z, hz, hzn, hc⟩ := ho v hv
  constructor
  · intro h
    rwa [hcol.proper v w z hvw hz (h.trans hc.symm)]
  · intro hn
    obtain ⟨x, y, hxy, hiff⟩ := cycle_neighbours hp hv
    have hx := (hiff x).mpr (Or.inl rfl)
    have hy := (hiff y).mpr (Or.inr rfl)
    have ax := p.adj_of_mem_edges hx
    have ay := p.adj_of_mem_edges hy
    -- two colours are used up by the cycle, so only one is left
    have key : ∀ a b c d : Fin 3, a ≠ b → a ≠ c → b ≠ c → a ≠ d → b ≠ d → d = c := by
      intro a b c d h1 h2 h3 h4 h5
      simp only [ne_eq, Fin.ext_iff] at h1 h2 h3 h4 h5 ⊢
      omega
    exact key (col v x) (col v y) (o v) (col v w)
      (fun h => hxy (hcol.proper v x y ax ay h))
      (fun h => hzn (hcol.proper v x z ax hz (h.trans hc.symm) ▸ hx))
      (fun h => hzn (hcol.proper v y z ay hz (h.trans hc.symm) ▸ hy))
      (fun h => hn (hcol.proper v x w ax hvw h ▸ hx))
      (fun h => hn (hcol.proper v y w ay hvw h ▸ hy))

/-- On a cubic graph, every simple cycle has an assignment of outer colours. -/
theorem exists_outer {G : SimpleGraph V} [DecidableRel G.Adj] (hG : G.IsRegularOfDegree 3)
    (col : V → V → Fin 3) {u : V} {p : G.Walk u u} (hp : p.IsCycle) :
    ∃ o, IsOuter p col o := by
  have h : ∀ v, ∃ a, v ∈ p.support →
      ∃ w, G.Adj v w ∧ s(v, w) ∉ p.edges ∧ col v w = a := by
    intro v
    by_cases hv : v ∈ p.support
    · obtain ⟨x, y, -, hiff⟩ := cycle_neighbours hp hv
      by_contra hno
      have hsub : G.neighborFinset v ⊆ {x, y} := by
        intro w hw
        by_contra hne
        refine hno ⟨col v w, fun _ => ⟨w, (G.mem_neighborFinset v w).mp hw, ?_, rfl⟩⟩
        rw [hiff]
        simpa using hne
      have h1 := Finset.card_le_card hsub
      have h2 : ({x, y} : Finset V).card ≤ 2 := Finset.card_le_two
      have h3 : G.degree v = 3 := hG v
      rw [G.card_neighborFinset_eq_degree] at h1
      omega
    · exact ⟨0, fun h => absurd h hv⟩
  choose o ho using h
  exact ⟨o, ho⟩

/-- For a simple cycle in a properly three-coloured graph, the flux operator built from the
outer colours squares to one and commutes with every bond term. -/
theorem flux_conserved {G : SimpleGraph V} {col : V → V → Fin 3} {o : V → Fin 3} {u : V}
    {p : G.Walk u u} (hcol : IsProper G col) (hp : p.IsCycle) (ho : IsOuter p col o) :
    flux p o * flux p o = 1 ∧
      ∀ x y, G.Adj x y → Commute (flux p o) (bondTerm col x y) := by
  have hsq : ∀ l : List V, l.Nodup → pauliString o l * pauliString o l = 1 := by
    intro l hl
    induction l with
    | nil => simp [pauliString]
    | cons v l ih =>
      obtain ⟨hv, hl'⟩ := List.nodup_cons.mp hl
      have hc := string_comm o (o v) v l fun _ => rfl
      change spin (o v) v * pauliString o l * (spin (o v) v * pauliString o l) = 1
      rw [mul_assoc, ← mul_assoc (pauliString o l), hc, mul_assoc (spin (o v) v), ih hl',
        mul_one, spin_algebra.1]
  have htail : ∀ v ∈ p.support, v ∈ p.support.tail := by
    intro v hv
    cases p with
    | nil => exact absurd rfl hp.ne_nil
    | cons h q =>
      rw [Walk.support_cons] at hv ⊢
      rcases List.mem_cons.mp hv with rfl | hq
      · exact q.end_mem_support
      · exact hq
  refine ⟨hsq _ hp.support_nodup, fun x y hxy => ?_⟩
  change pauliString o p.support.tail * (spin (col x y) x * spin (col x y) y) =
    spin (col x y) x * spin (col x y) y * pauliString o p.support.tail
  by_cases he : s(x, y) ∈ p.edges
  · -- a bond of the cycle: two minus signs cancel
    have hxs := p.fst_mem_support_of_mem_edges he
    have hys := p.snd_mem_support_of_mem_edges he
    have hx := string_anti o (col x y) x _ hp.support_nodup (htail x hxs)
      fun h => (outer_iff hcol hp ho hxs hxy).mp h.symm he
    have hy := string_anti o (col x y) y _ hp.support_nodup (htail y hys)
      fun h => (outer_iff hcol hp ho hys hxy.symm).mp
        ((hcol.symm y x).trans h.symm) (Sym2.eq_swap ▸ he)
    rw [← mul_assoc, hx, neg_mul, mul_assoc, hy, mul_neg, neg_neg, mul_assoc]
  · -- any other bond: both spin operators commute with the flux
    have hx := string_comm o (col x y) x p.support.tail fun h =>
      ((outer_iff hcol hp ho (List.mem_of_mem_tail h) hxy).mpr he).symm
    have hy := string_comm o (col x y) y p.support.tail fun h =>
      ((hcol.symm x y).trans ((outer_iff hcol hp ho (List.mem_of_mem_tail h)
        hxy.symm).mpr fun h' => he (Sym2.eq_swap ▸ h'))).symm
    rw [← mul_assoc, hx, mul_assoc, hy, mul_assoc]

/-- The flux operator of a simple cycle, built from the outer colours of a proper
three-colouring, commutes with the Kitaev Hamiltonian for all couplings. -/
theorem flux_commute_hamiltonian {G : SimpleGraph V} [DecidableRel G.Adj]
    {col : V → V → Fin 3} {o : V → Fin 3} {u : V} {p : G.Walk u u}
    (hcol : IsProper G col) (hp : p.IsCycle) (ho : IsOuter p col o) (J : Fin 3 → ℝ) :
    Commute (flux p o) (hamiltonian G col J) := by
  refine Commute.sum_right _ _ _ fun x _ => Commute.sum_right _ _ _ fun y _ => ?_
  split_ifs with h
  · exact ((flux_conserved hcol hp ho).2 x y h).smul_right _
  · exact Commute.zero_right _

/-- A three-colouring of the bonds of the complete graph on four sites. -/
def k4Colour (v w : Fin 4) : Fin 3 :=
  (![![0, 0, 1, 2], ![0, 0, 2, 1], ![1, 2, 0, 0], ![2, 1, 0, 0]] :
    Fin 4 → Fin 4 → Fin 3) v w

/-- The triangle 0, 1, 2 in the complete graph on four sites. -/
def triangle : (⊤ : SimpleGraph (Fin 4)).Walk 0 0 :=
  Walk.cons (v := 1) (by decide) (Walk.cons (v := 2) (by decide)
    (Walk.cons (by decide) Walk.nil))

/-- The complete graph on four sites is cubic and properly coloured by `k4Colour`, and its
triangle 0, 1, 2 is a simple cycle with outer colours z, y, x. -/
theorem k4_witness : (⊤ : SimpleGraph (Fin 4)).IsRegularOfDegree 3 ∧
    IsProper ⊤ k4Colour ∧ triangle.IsCycle ∧ IsOuter triangle k4Colour ![2, 1, 0, 0] := by
  refine ⟨?_, ⟨by decide, by decide⟩, ?_, ?_⟩
  · intro v
    revert v
    decide
  · simp [triangle, Walk.isCycle_def, Walk.isTrail_def]
  · unfold IsOuter
    decide

end

end KitaevFlux
```

```lean
#print axioms KitaevFlux.exists_outer
#print axioms KitaevFlux.flux_conserved
#print axioms KitaevFlux.flux_commute_hamiltonian
```

```
'KitaevFlux.exists_outer' depends on axioms: [propext, Classical.choice, Quot.sound]
'KitaevFlux.flux_conserved' depends on axioms: [propext, Classical.choice, Quot.sound]
'KitaevFlux.flux_commute_hamiltonian' depends on axioms: [propext, Classical.choice, Quot.sound]
```

## How the Lean objects represent the spins

A basis state is a function `V → Fin 2`, and operators are complex matrices indexed by such functions. Colours 0, 1, 2 stand for x, y, z. Despite its name, `spin a v` is the Pauli matrix \(\sigma_v^a\), without the factor \(\hbar/2\). In `bondTerm col x y`, the letters `x` and `y` are sites, not colours.

`IsProper` says that the colour is independent of the bond's direction and that different bonds at a site differ in colour. The cycle is a closed walk `p` with `IsCycle`. Its list of sites names the starting site twice, so `flux` drops the first entry. `IsOuter` requires that, for each site `v` on the cycle, `o v` is the colour of an actual bond at `v` outside the cycle.

`flux_conserved` takes these three hypotheses and gives both \(W^2=1\) and commutation with each bond term. It needs three bonds only at the cycle's sites; for a cubic graph, `exists_outer` supplies `o` for every simple cycle. `flux_commute_hamiltonian` treats \(H\), whose factor 1/2 compensates for summing over both directions of each bond.

## From site algebra to conservation

`tensor_mul` multiplies tensor products site by site, and `spin_algebra` derives the three Pauli relations from it. `string_comm` and `string_anti` move a Pauli matrix through the product by induction on the list of sites, giving no sign or one sign.

`cycle_neighbours` finds the two cycle bonds at a site. `outer_iff` then does the colour count: a bond at a cycle site has the outer colour exactly when it is outside the cycle. In `flux_conserved`, an induction gives the square, and the case split on `s(x, y) ∈ p.edges` separates the two kinds of bond treated above. The Hamiltonian follows term by term.

`k4_witness` checks that the four-site example is cubic and properly coloured, and that its triangle is a simple cycle with the stated outer colours.

## Scope of the conservation law

The theorems hold for every finite graph and simple cycle meeting the hypotheses, planar or not. They say nothing about the spectrum, which flux sector contains the ground state, or infinite lattices.

A code that fixes several fluxes at once also needs them to commute with each other. This corollary is left unstated in Lean, but it follows because each flux is, up to a phase, the product of the bond terms around its cycle.

The step to a real magnet is the assumption that its Hamiltonian contains only these bond terms. A magnetic field or Heisenberg exchange generally breaks the conservation of \(W\).
